# Linear extrapolation of a constant-Grüneisen frequency underestimates the free energy on expansion, without bound near $v = 1 + 1/g$

The true frequency of the vibrational mode is taken to be a power law in the volume. Let $v = V/V_0$ be the ratio of the volume to a reference volume, $w_0$ the frequency at $v = 1$, and $g = -\,d\ln w/d\ln v$ the Grüneisen parameter, which measures the fractional softening of the mode per fractional increase in volume. If $g$ is the same at all volumes, integration gives

$$w(v) = w_0\,v^{-g}.$$

"True" and "error" below refer to this model. The approximation under study is the tangent to $w(v)$ at $v = 1$,

$$w_{\rm lin}(v) = w_0\,[1 - g(v-1)],$$

which reaches zero at the critical ratio $v_c = 1 + 1/g$.

For $g, w_0, T > 0$, the tangent gives too low a free energy at every $v$ between $1$ and $v_c$, and the error grows with $v$ and diverges at $v_c$. This bears on quasi-harmonic calculations of thermal expansion, for a single independent harmonic mode with constant positive $g$.

```lean
import Mathlib

open Filter Topology Set

namespace GruneisenExtrapolation

noncomputable section
```

## The mode and its two frequencies

In units with $\hbar = k_B = 1$, the levels $w(n + \tfrac12)$ of a harmonic oscillator give the partition function

$$Z = \sum_{n\ge 0} e^{-w(n+1/2)/T} = \frac{1}{2\sinh(w/2T)},$$

and therefore $F(T,w) = -T\ln Z = T\ln\bigl(2\sinh(w/2T)\bigr)$. The file starts from this closed form as a definition; the sum over levels is not part of it.

```lean
/-- Free energy of a quantum harmonic oscillator of frequency `w > 0` at temperature `T > 0`,
in units where the reduced Planck constant and the Boltzmann constant are one. -/
def freeEnergy (T w : ℝ) : ℝ := T * Real.log (2 * Real.sinh (w / (2 * T)))
```

The slope of $F$ in $w$ will be the mean number of quanta plus one half,

$$N(T,w) = \frac{1}{e^{w/T}-1} + \frac12 = \frac{\cosh(w/2T)}{2\sinh(w/2T)}.$$

The name `occupation` includes the zero-point half.

```lean
/-- Half the hyperbolic cotangent of `w / (2 T)`, for `w > 0` and `T > 0`: the mean number of
quanta plus one half. -/
def occupation (T w : ℝ) : ℝ := Real.cosh (w / (2 * T)) / (2 * Real.sinh (w / (2 * T)))
```

The two frequencies are ordinary real functions of $v$, with $w_0$ and $g$ as parameters.

```lean
/-- Mode frequency at volume ratio `v > 0` for a constant Grüneisen parameter `g`. -/
def gruneisenFreq (w0 g v : ℝ) : ℝ := w0 * v ^ (-g)

/-- Mode frequency extrapolated linearly in the volume ratio `v`. -/
def linearFreq (w0 g v : ℝ) : ℝ := w0 * (1 - g * (v - 1))
```

The error is the true free energy minus the extrapolated one, $D(v) = F(T, w(v)) - F(T, w_{\rm lin}(v))$, so a positive value means that the extrapolation is too low.

```lean
/-- True minus linearly extrapolated free energy of the mode, for `T > 0` and volume ratios
`v > 0` at which both frequencies are positive. -/
def extrapolationError (T w0 g v : ℝ) : ℝ :=
  freeEnergy T (gruneisenFreq w0 g v) - freeEnergy T (linearFreq w0 g v)
```

## The linear frequency is the tangent at $v = 1$

For $v > 0$ the power rule gives $w'(v) = -g\,w_0\,v^{-g-1}$.

```lean
/-- Derivative of the Grüneisen frequency with respect to the volume ratio `v > 0`. -/
theorem hasDerivAt_gruneisenFreq (w0 g : ℝ) {v : ℝ} (hv : 0 < v) :
    HasDerivAt (gruneisenFreq w0 g) (w0 * (-g * v ^ (-g - 1))) v :=
  (Real.hasDerivAt_rpow_const (Or.inl hv.ne')).const_mul w0
```

At $v = 1$ the value is $w_0$ and the slope is $-g w_0$, so the tangent is $w_0 - g w_0 (v-1) = w_{\rm lin}(v)$. The linear formula is thus checked to be the first-order expansion of the power law.

```lean
/-- The linear frequency is the tangent of the Grüneisen power law at the reference volume. -/
theorem linearFreq_eq_tangent (w0 g v : ℝ) :
    linearFreq w0 g v =
      gruneisenFreq w0 g 1 + deriv (gruneisenFreq w0 g) 1 * (v - 1) := by
  rw [(hasDerivAt_gruneisenFreq w0 g one_pos).deriv]
  simp only [linearFreq, gruneisenFreq, Real.one_rpow]
  ring
```

## The tangent is positive below $v_c$ and lies under the power law

If $v < 1 + 1/g$, then $g(v-1) < 1$, and $w_{\rm lin}(v) > 0$. Below $v_c$ the extrapolated mode is still a genuine oscillator.

```lean
/-- For positive `w0` and `g`, the linear frequency is positive below the volume ratio
`1 + 1/g`. -/
theorem linearFreq_pos {w0 g v : ℝ} (hw : 0 < w0) (hg : 0 < g) (hv : v < 1 + 1 / g) :
    0 < linearFreq w0 g v := by
  have h : (v - 1) * g < 1 := (lt_div_iff₀ hg).1 (by linarith)
  exact mul_pos hw (by linarith)
```

For $v > 0$ with $v \neq 1$, two elementary inequalities are enough, $e^x \ge 1 + x$ and $\ln v < v - 1$:

$$v^{-g} = e^{-g\ln v} \;\ge\; 1 - g\ln v \;>\; 1 - g(v-1).$$

Multiplying by $w_0 > 0$ gives $w(v) > w_{\rm lin}(v)$. In the proof, `h1` is the first inequality, `h2` is the second multiplied by $g$, and `linarith` adds them.

```lean
/-- For positive `w0` and `g`, the linear frequency lies strictly below the Grüneisen frequency
at every positive volume ratio other than one. -/
theorem linearFreq_lt_gruneisenFreq {w0 g v : ℝ} (hw : 0 < w0) (hg : 0 < g)
    (hv : 0 < v) (hv1 : v ≠ 1) : linearFreq w0 g v < gruneisenFreq w0 g v := by
  refine mul_lt_mul_of_pos_left ?_ hw
  rw [Real.rpow_def_of_pos hv]
  have h1 := Real.add_one_le_exp (Real.log v * -g)
  have h2 := mul_pos hg (sub_pos.2 (Real.log_lt_sub_one_of_pos hv hv1))
  linarith
```

## A softer mode has a lower free energy and more quanta

For $0 < a < b$ we have $0 < \sinh(a/2T) < \sinh(b/2T)$. The logarithm preserves the order, and so does multiplication by $T > 0$. Hence $F(T,a) < F(T,b)$.

```lean
/-- At positive temperature the free energy increases strictly with the positive frequency. -/
theorem freeEnergy_lt {T a b : ℝ} (hT : 0 < T) (ha : 0 < a) (hab : a < b) :
    freeEnergy T a < freeEnergy T b := by
  have hs : 0 < Real.sinh (a / (2 * T)) := Real.sinh_pos_iff.2 (by positivity)
  have hlt : Real.sinh (a / (2 * T)) < Real.sinh (b / (2 * T)) :=
    Real.sinh_lt_sinh.2 (by gcongr)
  exact mul_lt_mul_of_pos_left (Real.log_lt_log (by linarith) (by linarith)) hT
```

The derivative follows from the chain rule:

$$\frac{\partial F}{\partial w} = T\cdot\frac{2\cosh(w/2T)\cdot\frac{1}{2T}}{2\sinh(w/2T)} = \frac{\cosh(w/2T)}{2\sinh(w/2T)} = N(T,w).$$

The auxiliary statement `key` is the cancellation of $T$ in this line.

```lean
/-- At positive temperature and frequency, the derivative of the free energy with respect to
frequency is the mean number of quanta plus one half. -/
theorem hasDerivAt_freeEnergy {T w : ℝ} (hT : 0 < T) (hw : 0 < w) :
    HasDerivAt (freeEnergy T) (occupation T w) w := by
  have hs : Real.sinh (w / (2 * T)) ≠ 0 := (Real.sinh_pos_iff.2 (by positivity)).ne'
  have h1 : HasDerivAt (fun x : ℝ => x / (2 * T)) (1 / (2 * T)) w :=
    (hasDerivAt_id' w).div_const _
  have h2 := ((h1.sinh.const_mul 2).log (mul_ne_zero two_ne_zero hs)).const_mul T
  have key : ∀ s c : ℝ, s ≠ 0 → T * (2 * (c * (1 / (2 * T))) / (2 * s)) = c / (2 * s) := by
    intro s c hs
    field_simp
  exact h2.congr_deriv (key _ _ hs)
```

To see that $N$ decreases with frequency, put $x = a/2T < y = b/2T$. The addition formula gives

$$\sinh y\cosh x - \cosh y\sinh x = \sinh(y-x) > 0,$$

and division by $2\sinh x\sinh y > 0$ turns this into $N(T,a) > N(T,b)$. The proof runs the other way: it clears the denominators with `div_lt_div_iff₀` and then uses the positive $\sinh(y-x)$, called `hd`.

```lean
/-- At positive temperature the mean number of quanta decreases strictly with the positive
frequency. -/
theorem occupation_lt {T a b : ℝ} (hT : 0 < T) (ha : 0 < a) (hab : a < b) :
    occupation T b < occupation T a := by
  have hxy : a / (2 * T) < b / (2 * T) := by gcongr
  have hx : 0 < a / (2 * T) := by positivity
  have hsa := Real.sinh_pos_iff.2 hx
  have hsb := Real.sinh_pos_iff.2 (hx.trans hxy)
  have hd := Real.sinh_pos_iff.2 (sub_pos.2 hxy)
  rw [Real.sinh_sub] at hd
  unfold occupation
  rw [div_lt_div_iff₀ (by linarith) (by linarith)]
  nlinarith
```

## The error grows with volume

A positive error alone does not show a bias towards expansion, because the tangent also lies below the power law for $v < 1$. What matters is how the error changes with $v$. By the chain rule,

$$D'(v) = N(T,w)\,(-g w_0 v^{-g-1}) + N(T,w_{\rm lin})\,g w_0 = g w_0\left[N(T,w_{\rm lin}) - v^{-g-1}N(T,w)\right].$$

For $1 < v < v_c$ the factor $v^{-g-1}$ is at most one, and the softer extrapolated mode holds more quanta, so

$$v^{-g-1}N(T,w) \le N(T,w) < N(T,w_{\rm lin}).$$

The bracket is positive. Since $D$ is continuous on $[1, v_c)$ with positive slope inside, it increases strictly there, and $D(v_1) < D(v_2)$ for $1 \le v_1 < v_2 < v_c$ rearranges to

$$F(T,w_{\rm lin}(v_2)) - F(T,w_{\rm lin}(v_1)) < F(T,w(v_2)) - F(T,w(v_1)).$$

This is the first precise sense in which the extrapolation favours expansion. A static lattice energy added to both descriptions changes both sides by the same amount and leaves the inequality as it is.

In the proof, `hder` is the formula for $D'$, `hmono` is the strict increase on the interval `Ico 1 (1 + 1 / g)`, which includes its left end only, and `hlt` is the inequality between the two ends of the chain above.

```lean
/-- For positive `T`, `w0` and `g`, on expansion between two volume ratios in `[1, 1 + 1/g)` the
extrapolated free energy falls by strictly more than the true one. -/
theorem extrapolation_favours_expansion {T w0 g v₁ v₂ : ℝ} (hT : 0 < T) (hw : 0 < w0)
    (hg : 0 < g) (h1 : 1 ≤ v₁) (h12 : v₁ < v₂) (h2 : v₂ < 1 + 1 / g) :
    freeEnergy T (linearFreq w0 g v₂) - freeEnergy T (linearFreq w0 g v₁) <
      freeEnergy T (gruneisenFreq w0 g v₂) - freeEnergy T (gruneisenFreq w0 g v₁) := by
  -- slope of the error, by the chain rule
  have hder : ∀ v, 0 < v → v < 1 + 1 / g → HasDerivAt (extrapolationError T w0 g)
      (occupation T (gruneisenFreq w0 g v) * (w0 * (-g * v ^ (-g - 1)))
        - occupation T (linearFreq w0 g v) * (w0 * -(g * 1))) v := by
    intro v hv hvc
    have hG : 0 < gruneisenFreq w0 g v := mul_pos hw (Real.rpow_pos_of_pos hv _)
    have hl : HasDerivAt (linearFreq w0 g) (w0 * -(g * 1)) v :=
      ((((hasDerivAt_id' v).sub_const 1).const_mul g).const_sub 1).const_mul w0
    exact ((hasDerivAt_freeEnergy hT hG).comp v (hasDerivAt_gruneisenFreq w0 g hv)).sub
      ((hasDerivAt_freeEnergy hT (linearFreq_pos hw hg hvc)).comp v hl)
  have hmono : StrictMonoOn (extrapolationError T w0 g) (Ico 1 (1 + 1 / g)) := by
    refine strictMonoOn_of_deriv_pos (convex_Ico _ _) (fun v hv => ?_) (fun v hv => ?_)
    · exact (hder v (one_pos.trans_le hv.1) hv.2).continuousAt.continuousWithinAt
    · rw [interior_Ico] at hv
      have hv0 : 0 < v := one_pos.trans hv.1
      rw [(hder v hv0 hv.2).deriv]
      -- the softer, linearly extrapolated mode has more quanta and a steeper frequency
      have hocc := occupation_lt hT (linearFreq_pos hw hg hv.2)
        (linearFreq_lt_gruneisenFreq hw hg hv0 hv.1.ne')
      have hG : 0 < gruneisenFreq w0 g v := mul_pos hw (Real.rpow_pos_of_pos hv0 _)
      have hn : 0 < occupation T (gruneisenFreq w0 g v) :=
        div_pos (Real.cosh_pos _) (mul_pos two_pos (Real.sinh_pos_iff.2 (by positivity)))
      have hq : v ^ (-g - 1) ≤ 1 :=
        Real.rpow_le_one_of_one_le_of_nonpos hv.1.le (by linarith)
      have hnq := mul_le_mul_of_nonneg_left hq hn.le
      have hlt : occupation T (gruneisenFreq w0 g v) * v ^ (-g - 1) <
          occupation T (linearFreq w0 g v) := by linarith
      have hpos := mul_pos (mul_pos hw hg) (sub_pos.2 hlt)
      linear_combination hpos
  have h := hmono ⟨h1, h12.trans h2⟩ ⟨h1.trans h12.le, h2⟩ h12
  unfold extrapolationError at h
  linarith
```

## No continuous static energy prevents the collapse at $v_c$

As $v$ rises to $v_c$, $w_{\rm lin}(v) = g w_0 (v_c - v)$ falls to zero through positive values. Then $2\sinh(w_{\rm lin}/2T) \to 0^+$, its logarithm tends to $-\infty$, and so does $F(T, w_{\rm lin}(v))$. A static energy $E(v)$ that is continuous at $v_c$ stays near $E(v_c)$, so the total still tends to $-\infty$. This is the second sense of favouring expansion: the extrapolated total has no lower bound on the volumes below $v_c$.

In the statement, `𝓝[<] (1 + 1 / g)` means that $v$ approaches $v_c$ from below without reaching it, and `atBot` stands for $-\infty$. The function `E` is any real function continuous at that one point, so it may also contain the free energies of other modes that behave regularly there. In the proof, `hz` is the vanishing of the linear frequency at $v_c$, and `h1` is the approach of the hyperbolic sine to zero from above.

```lean
/-- For positive `T`, `w0` and `g`, and any static energy `E` continuous at `1 + 1/g`, the static
plus extrapolated free energy tends to minus infinity as `v` rises to `1 + 1/g`. -/
theorem total_extrapolated_tendsto_atBot {T w0 g : ℝ} (hT : 0 < T) (hw : 0 < w0) (hg : 0 < g)
    {E : ℝ → ℝ} (hE : ContinuousAt E (1 + 1 / g)) :
    Tendsto (fun v => E v + freeEnergy T (linearFreq w0 g v)) (𝓝[<] (1 + 1 / g)) atBot := by
  have hc : Continuous (fun v => 2 * Real.sinh (linearFreq w0 g v / (2 * T))) := by
    unfold linearFreq
    exact continuous_const.mul (Real.continuous_sinh.comp (by fun_prop))
  -- the linear frequency vanishes at the critical volume ratio
  have hz : linearFreq w0 g (1 + 1 / g) = 0 := by
    have : g * (1 / g) = 1 := mul_one_div_cancel hg.ne'
    simp only [linearFreq, add_sub_cancel_left, this, sub_self, mul_zero]
  have h0 := hc.tendsto (1 + 1 / g)
  simp only [hz, zero_div, Real.sinh_zero, mul_zero] at h0
  have h1 : Tendsto (fun v => 2 * Real.sinh (linearFreq w0 g v / (2 * T)))
      (𝓝[<] (1 + 1 / g)) (𝓝[>] 0) := by
    refine tendsto_nhdsWithin_iff.2 ⟨h0.mono_left nhdsWithin_le_nhds, ?_⟩
    filter_upwards [self_mem_nhdsWithin] with v hv
    have hl := linearFreq_pos hw hg hv
    exact mul_pos two_pos (Real.sinh_pos_iff.2 (by positivity))
  exact (hE.tendsto.mono_left nhdsWithin_le_nhds).add_atBot
    ((Real.tendsto_log_nhdsGT_zero.comp h1).const_mul_atBot hT)
```

## The lowering and the divergence together

For $1 < v < v_c$ we have $0 < w_{\rm lin}(v) < w(v)$, and the monotonicity of $F$ gives $F(T,w_{\rm lin}(v)) < F(T,w(v))$.

For the divergence, the true frequency at $v_c$ is $w_0 v_c^{-g} > 0$, so the true free energy is continuous there. Choosing $E(v) = -F(T, w(v))$ in the previous result makes the total equal to $-D(v)$. It tends to $-\infty$, hence $D(v) \to +\infty$.

The theorem states both conclusions, joined by `∧`, for all positive `T`, `w0` and `g`; `atTop` stands for $+\infty$. The limit ignores the value at $v_c$ itself, where Lean's convention $\ln 0 = 0$ would give a finite number without physical meaning.

```lean
/-- For positive `T`, `w0` and `g`, linear extrapolation of the frequency strictly lowers the
free energy for `1 < v < 1 + 1/g`, and the error diverges as `v` rises to `1 + 1/g`. -/
theorem linear_extrapolation_error {T w0 g : ℝ} (hT : 0 < T) (hw : 0 < w0) (hg : 0 < g) :
    (∀ v, 1 < v → v < 1 + 1 / g →
      freeEnergy T (linearFreq w0 g v) < freeEnergy T (gruneisenFreq w0 g v)) ∧
    Tendsto (extrapolationError T w0 g) (𝓝[<] (1 + 1 / g)) atTop := by
  refine ⟨fun v h1 h2 => freeEnergy_lt hT (linearFreq_pos hw hg h2)
    (linearFreq_lt_gruneisenFreq hw hg (one_pos.trans h1) h1.ne'), ?_⟩
  have hv : 0 < 1 + 1 / g := by positivity
  have hG : 0 < gruneisenFreq w0 g (1 + 1 / g) := mul_pos hw (Real.rpow_pos_of_pos hv _)
  -- the true free energy stays finite, so minus it serves as the static energy
  have hF : ContinuousAt (fun v => freeEnergy T (gruneisenFreq w0 g v)) (1 + 1 / g) :=
    ((hasDerivAt_freeEnergy hT hG).comp _ (hasDerivAt_gruneisenFreq w0 g hv)).continuousAt
  have h := tendsto_neg_atBot_atTop.comp (total_extrapolated_tendsto_atBot hT hw hg hF.neg)
  refine h.congr fun v => ?_
  simp only [Function.comp_apply, Pi.neg_apply, extrapolationError]
  ring

end

end GruneisenExtrapolation
```

```lean
#print axioms GruneisenExtrapolation.linearFreq_eq_tangent
#print axioms GruneisenExtrapolation.extrapolation_favours_expansion
#print axioms GruneisenExtrapolation.linear_extrapolation_error
```

```
'GruneisenExtrapolation.linearFreq_eq_tangent' depends on axioms: [propext, Classical.choice, Quot.sound]
'GruneisenExtrapolation.extrapolation_favours_expansion' depends on axioms: [propext, Classical.choice, Quot.sound]
'GruneisenExtrapolation.linear_extrapolation_error' depends on axioms: [propext, Classical.choice, Quot.sound]
```

## Two volumes worked by hand

Take $g = 2$, $w_0 = 2$ and $T = 1$, so that $v_c = 1.5$ and $w/2T$ is simply $w/2$.

At $v = 1.25$ the true frequency is $2/1.25^2 = 1.28$ and the linear one is $2(1 - 0.5) = 1$. The free energies are

$$\ln(2\sinh 0.64) \approx 0.314, \qquad \ln(2\sinh 0.5) \approx 0.041,$$

and the error is about $0.273$.

At $v = 1.45$ the frequencies are $2/1.45^2 \approx 0.951$ and $2(1 - 0.9) = 0.2$. The free energies are about $-0.013$ and $-1.608$, and the error is about $1.595$.

Between these two volumes the true free energy falls by about $0.327$ and the extrapolated one by about $1.649$. The extrapolation overstates the gain from expansion by about $1.32$, in units of the temperature.

## Where the tangent enters a quasi-harmonic calculation

A quasi-harmonic calculation adds the mode free energies to the static energy at each volume on a grid and minimises the total over volume at fixed temperature, which gives the equilibrium volume at zero pressure. Suppose that the phonons have been computed only at $V_0$ and at two nearby volumes, equally far below and above it. A central difference then gives $dw/dv$ at $v = 1$, and with it $g = -(dw/dv)/w_0$. The frequencies at the remaining grid volumes can then be estimated from $w_0$ and $g$, for example by the straight line or by the power law, which agree to first order.

Among modes with the same $w_0$, the straight line does most harm to those with large $g$. A mode with $g = 10$ has $v_c = 1.1$, so its extrapolated frequency vanishes at ten per cent expansion. At a grid point just below that volume the total is too low, by an amount that grows logarithmically as the point nears $v_c$. This can pull a fitted free-energy curve, and the equilibrium volume read from it, towards larger $v$. The power law keeps the frequency positive at every volume, though it is only as good as the assumption that $g$ stays constant.
